# The cubic coefficient of a radial pair function follows from the quadratic one when the remaining potential has no linear term

Two electrons meet at distance r = 0, where their repulsion 1/r diverges. If the wavefunction is finite and nonzero there, the kinetic term has to cancel the divergence, and this fixes the slope of its spherical average relative to its value at r = 0: the cusp condition. Do the higher orders in r carry similar constraints, whatever the surroundings of the pair?

Suppose that the relative motion separates and has angular momentum l. Write its wavefunction as r^l u(r) Y_lm, with

u = 1 + a₁ r + a₂ r² + a₃ r³ + …

In atomic units the relative kinetic energy of two electrons is −∇². With Coulomb coupling g (g = 1 for two electrons) and W(r) = w₀ + w₁ r + … for the remaining potential minus the energy, the radial equation is

−u″ − (2(l+1)/r) u′ + (g/r) u + W u = 0.

In Lean 4 with Mathlib:

```lean
import Mathlib

open PowerSeries

namespace ThirdOrderCoalescence

noncomputable section
```

## The radial equation as an identity of power series

Multiplying by r removes the negative powers:

−r u″ − 2(l+1) u′ + g u + r W u = 0.

`radialResidual` is the left side. The type `ℝ⟦X⟧` holds real formal power series; `X` stands for r, `C` turns a number into a constant series, and `coeff n u` is aₙ. Convergence, normalisability and behaviour at large r play no part. W depends on r alone, so a pair coupled to other electrons or to the direction of r is not described, and a power series has no room for logarithmic terms.

```lean
/-- The left side of the radial equation `-r u'' - 2(l+1) u' + g u + r W u = 0` for angular
momentum `l`, Coulomb coupling `g` and remaining potential minus energy `W`, as a formal series
in the interparticle distance. -/
def radialResidual (l : ℕ) (g : ℝ) (W u : ℝ⟦X⟧) : ℝ⟦X⟧ :=
  -(X * derivative ℝ (derivative ℝ u)) - C (2 * ((l : ℝ) + 1)) * derivative ℝ u
    + C g * u + X * (W * u)
```

The relation to be derived, for a₀ = 1 and w₁ = 0, is

a₃ = g(3l+4)/(6(l+1)(l+2)) · a₂ − g³/(24(l+1)²(l+2)).

Its right side gets a name.

```lean
/-- The value `g(3l+4)/(6(l+1)(l+2)) a₂ - g³/(24(l+1)²(l+2))`, proposed as the cubic coefficient of
a solution with `u(0) = 1` and quadratic coefficient `a₂` when `W` has no linear term. -/
def cubicCoeff (l : ℕ) (g a₂ : ℝ) : ℝ :=
  g * (3 * l + 4) / (6 * (l + 1) * (l + 2)) * a₂ - g ^ 3 / (24 * (l + 1) ^ 2 * (l + 2))
```

## Reading off the orders

At order r⁰ only u′ and u contribute:

−2(l+1) a₁ + g a₀ = 0.

The proof expands the definition coefficient by coefficient.

```lean
/-- The constant term of `radialResidual l g W u` is `-2(l+1) a₁ + g a₀`, where `aₙ` are the
coefficients of `u`. -/
theorem coeff_zero_residual (l : ℕ) (g : ℝ) (W u : ℝ⟦X⟧) :
    coeff 0 (radialResidual l g W u) = -(2 * ((l : ℝ) + 1)) * coeff 1 u + g * coeff 0 u := by
  simp only [radialResidual, map_add, map_sub, map_neg, coeff_zero_X_mul, coeff_C_mul,
    coeff_derivative, zero_add, Nat.cast_zero]
  ring
```

At order r^(n+1), the term r u″ gives (n+2)(n+1) aₙ₊₂ and u′ gives (n+2) aₙ₊₂. Together with their prefactors they make

−(n+2)(n+2l+3) aₙ₊₂ + g aₙ₊₁ + (W u)ₙ = 0,

where (W u)ₙ is the coefficient of rⁿ in the product.

```lean
/-- The coefficient of `r^(n+1)` in `radialResidual l g W u` is
`-(n+2)(n+2l+3) aₙ₊₂ + g aₙ₊₁ + (W u)ₙ`, where `aₙ` are the coefficients of `u`. -/
theorem coeff_succ_residual (l : ℕ) (g : ℝ) (W u : ℝ⟦X⟧) (n : ℕ) :
    coeff (n + 1) (radialResidual l g W u) =
      -(((n : ℝ) + 2) * (n + 2 * l + 3)) * coeff (n + 2) u + g * coeff (n + 1) u
        + coeff n (W * u) := by
  rw [show n + 2 = n + 1 + 1 from rfl]
  simp only [radialResidual, map_add, map_sub, map_neg, coeff_succ_X_mul, coeff_C_mul,
    coeff_derivative]
  push_cast
  ring
```

## The cusp and the third order

With a₀ = 1, the three lowest orders are

a₁ = g/(2(l+1)),

w₀ = 2(2l+3) a₂ − g a₁,

6(l+2) a₃ = g a₂ + w₀ a₁ + w₁.

Inserting the first two into the third eliminates w₀, and with it the energy:

6(l+2) a₃ = g(3l+4)/(l+1) · a₂ − g³/(4(l+1)²) + w₁.

In the proof `e0`, `e1` and `e2` are these three orders, `h1`, `hw` and `h3` are the solved forms, `rw` inserts them to eliminate w₀, and `field_simp` with `ring` checks the remaining algebra.

```lean
/-- A solution with `u(0) = 1` obeys the cusp condition `a₁ = g/(2(l+1))`, and its cubic coefficient
is `cubicCoeff l g a₂ + w₁/(6(l+2))`, where `w₁` is the linear coefficient of `W`. -/
theorem coalescence_conditions (l : ℕ) (g : ℝ) (W u : ℝ⟦X⟧) (h0 : coeff 0 u = 1)
    (h : radialResidual l g W u = 0) :
    coeff 1 u = g / (2 * ((l : ℝ) + 1)) ∧
      coeff 3 u = cubicCoeff l g (coeff 2 u) + coeff 1 W / (6 * ((l : ℝ) + 2)) := by
  have hl1 : (l : ℝ) + 1 ≠ 0 := by positivity
  have hl2 : (l : ℝ) + 2 ≠ 0 := by positivity
  have m0 : coeff 0 (W * u) = coeff 0 W * coeff 0 u := by
    rw [coeff_mul]
    simp
  have m1 : coeff 1 (W * u) = coeff 0 W * coeff 1 u + coeff 1 W * coeff 0 u := by
    rw [coeff_mul]
    simp [Finset.Nat.antidiagonal_succ]
  -- the three lowest orders of the radial equation
  have e0 := coeff_zero_residual l g W u
  rw [h, map_zero] at e0
  have e1 := coeff_succ_residual l g W u 0
  rw [h, map_zero, m0, h0] at e1
  simp only [Nat.reduceAdd, Nat.cast_zero] at e1
  have e2 := coeff_succ_residual l g W u 1
  rw [h, map_zero, m1, h0] at e2
  simp only [Nat.reduceAdd, Nat.cast_one] at e2
  have h1 : coeff 1 u = g / (2 * ((l : ℝ) + 1)) := by
    rw [eq_div_iff (by positivity)]
    linear_combination e0 + g * h0
  have hw : coeff 0 W = 2 * (2 * (l : ℝ) + 3) * coeff 2 u - g * coeff 1 u := by
    linear_combination -e1
  have h3 : coeff 3 u =
      (g * coeff 2 u + coeff 0 W * coeff 1 u + coeff 1 W) / (6 * ((l : ℝ) + 2)) := by
    rw [eq_div_iff (by positivity)]
    linear_combination e2
  refine ⟨h1, ?_⟩
  -- eliminate the constant term of W
  rw [h3, hw, h1, cubicCoeff]
  field_simp
  ring
```

The term w₁ matters. For l = 0 and g = 1 take u = 1 + r/2, so that a₂ = a₃ = 0. This u is not normalisable, so it illustrates the local expansion and not a bound state. It solves the equation with

W = −(1/2)/(1 + r/2) = −1/2 + r/4 − …

The cusp condition holds, but a₂/3 − 1/48 = −1/48 is not a₃. The shift w₁/12 = 1/48 accounts for the difference. The hypothesis w₁ = 0 is met by a spherical potential that is smooth at r = 0 as a function of the vector r, since its expansion has only even powers of r.

## Recovering a potential from u

Conversely, let u have a₀ = 1 and the right slope. Then the residual without W has no constant term, so it equals r q for some series q. Since a₀ ≠ 0, u has an inverse series, and W = −q/u gives

r q + r W u = 0.

Here `X_dvd_iff` supplies q, and `hu` states that u times its inverse is 1.

```lean
/-- Every series with `u(0) = 1` that obeys the cusp condition solves the radial equation for
some `W`. -/
theorem exists_potential (l : ℕ) (g : ℝ) (u : ℝ⟦X⟧) (h0 : coeff 0 u = 1)
    (h1 : coeff 1 u = g / (2 * ((l : ℝ) + 1))) :
    ∃ W : ℝ⟦X⟧, radialResidual l g W u = 0 := by
  have hl1 : (l : ℝ) + 1 ≠ 0 := by positivity
  have hc : coeff 0 (radialResidual l g 0 u) = 0 := by
    rw [coeff_zero_residual, h0, h1]
    field_simp
    ring
  rw [coeff_zero_eq_constantCoeff_apply] at hc
  -- the cusp condition makes the remainder divisible by r
  obtain ⟨q, hq⟩ := X_dvd_iff.mpr hc
  have hu : u * u⁻¹ = 1 := by
    apply PowerSeries.mul_inv_cancel
    rw [← coeff_zero_eq_constantCoeff_apply, h0]
    exact one_ne_zero
  refine ⟨-(q * u⁻¹), ?_⟩
  unfold radialResidual at hq ⊢
  linear_combination hq - X * q * hu
```

If a₃ also has the stated value, comparison with the third-order formula leaves w₁/(6(l+2)) = 0, hence w₁ = 0. The two conditions on a₁ and a₃ are therefore necessary and sufficient for some W without linear term to exist; a₂ and all coefficients from a₄ on are free.

```lean
/-- A series with `u(0) = 1` solves the radial equation for some `W` without linear term exactly
when it obeys the cusp condition `a₁ = g/(2(l+1))` and its cubic coefficient is `cubicCoeff l g a₂`,
where `a₂` is its quadratic coefficient. -/
theorem solvable_iff_coalescence (l : ℕ) (g : ℝ) (u : ℝ⟦X⟧) (h0 : coeff 0 u = 1) :
    (∃ W : ℝ⟦X⟧, coeff 1 W = 0 ∧ radialResidual l g W u = 0) ↔
      coeff 1 u = g / (2 * ((l : ℝ) + 1)) ∧ coeff 3 u = cubicCoeff l g (coeff 2 u) := by
  constructor
  · rintro ⟨W, hW, h⟩
    obtain ⟨h1, h3⟩ := coalescence_conditions l g W u h0 h
    rw [hW, zero_div, add_zero] at h3
    exact ⟨h1, h3⟩
  · rintro ⟨h1, h3⟩
    obtain ⟨W, h⟩ := exists_potential l g u h0 h1
    have h3' := (coalescence_conditions l g W u h0 h).2
    have hp : 6 * ((l : ℝ) + 2) ≠ 0 := by positivity
    have hz : coeff 1 W / (6 * ((l : ℝ) + 2)) = 0 := by linarith
    exact ⟨W, (div_eq_zero_iff.mp hz).resolve_right hp, h⟩
```

For l = 0 and g = 1 the prefactors become 4/12 = 1/3 and 1/48:

a₁ = 1/2,  a₃ = a₂/3 − 1/48.

If W has no linear term, a trial function u with u(0) = 1 that violates either relation is not an exact solution. Satisfying both does not make it exact for a given W, since a₂ also depends on w₀. The test applies to the whole radial function u: in the trap below, the factor 1 + r/2 alone fails it, while its product with the Gaussian passes.

```lean
/-- For `l = 0` and unit coupling, a solution with `u(0) = 1` and `W` without linear term has
`a₁ = 1/2` and `a₃ = a₂/3 - 1/48`. -/
theorem electron_pair_coalescence (W u : ℝ⟦X⟧) (h0 : coeff 0 u = 1) (hW : coeff 1 W = 0)
    (h : radialResidual 0 1 W u = 0) :
    coeff 1 u = 1 / 2 ∧ coeff 3 u = coeff 2 u / 3 - 1 / 48 := by
  obtain ⟨h1, h3⟩ := (solvable_iff_coalescence 0 1 u h0).mp ⟨W, hW, h⟩
  constructor
  · rw [h1]
    norm_num
  · rw [h3, cubicCoeff]
    push_cast
    ring
```

## Two electrons in a harmonic trap

A solvable case is u = (1 + b r) G with the Gaussian G = exp(−α r²), where b and α are real numbers. As a series, G has coefficient (−α)^k/k! at r^(2k) and zero at odd powers.

```lean
/-- The formal power series of the Gaussian `exp(-α r²)`. -/
def gaussian (α : ℝ) : ℝ⟦X⟧ :=
  mk fun n => if Even n then (-α) ^ (n / 2) / ((n / 2).factorial : ℝ) else 0

/-- The formal power series of `(1 + b r) exp(-α r²)`. -/
def hookeSeries (b α : ℝ) : ℝ⟦X⟧ := (1 + C b * X) * gaussian α
```

Its derivative is G′ = −2α r G. At order r^(2k+1) this says

(2k+2)(−α)^(k+1)/(k+1)! = −2α (−α)^k/k!,

and at even orders both sides vanish. The proof makes the same split by parity.

```lean
/-- The formal Gaussian satisfies `G' = -2α r G`. -/
theorem derivative_gaussian (α : ℝ) :
    derivative ℝ (gaussian α) = X * (C (-(2 * α)) * gaussian α) := by
  ext n
  rw [coeff_derivative]
  cases n with
  | zero =>
    rw [coeff_zero_X_mul]
    simp [gaussian, coeff_mk]
  | succ n =>
    rw [coeff_succ_X_mul, coeff_C_mul]
    simp only [gaussian, coeff_mk]
    rcases Nat.even_or_odd' n with ⟨k, rfl | rfl⟩
    · have e1 : Even (2 * k + 1 + 1) := ⟨k + 1, by ring⟩
      have e2 : Even (2 * k) := ⟨k, by ring⟩
      rw [if_pos e1, if_pos e2, show (2 * k + 1 + 1) / 2 = k + 1 by omega,
        show 2 * k / 2 = k by omega, Nat.factorial_succ, pow_succ]
      push_cast
      rw [div_mul_eq_mul_div, mul_div_assoc', div_eq_div_iff (by positivity) (by positivity)]
      ring
    · have e1 : ¬ Even (2 * k + 1 + 1 + 1) := by rw [Nat.even_iff]; omega
      have e2 : ¬ Even (2 * k + 1) := by rw [Nat.even_iff]; omega
      rw [if_neg e1, if_neg e2]
      simp
```

Using this rule twice gives

u′ = [b − 2α r − 2αb r²] G,

u″ = [−2α − 6αb r + 4α² r² + 4α²b r³] G.

With W = 4α² r² − α(4l+10), the powers r², r³ and r⁴ cancel in the residual, which leaves

[(g − 2(l+1)b) + (g b − 4α) r] G.

Both brackets vanish if g = 2(l+1)b and 4α = g b. The final `linear_combination` uses these two conditions with the factors G and −r G.

```lean
/-- If `g = 2(l+1)b` and `4α = g b`, then `(1 + b r) exp(-α r²)` solves the radial equation
with the harmonic `W = 4α² r² - α(4l+10)`. -/
theorem hookeSeries_solves (l : ℕ) (g b α : ℝ) (hb : g = 2 * ((l : ℝ) + 1) * b)
    (hα : 4 * α = g * b) :
    radialResidual l g (C (4 * α ^ 2) * X ^ 2 - C (α * (4 * (l : ℝ) + 10)))
      (hookeSeries b α) = 0 := by
  have H1 := congrArg (fun x : ℝ => (C x : ℝ⟦X⟧)) hb
  have H2 := congrArg (fun x : ℝ => (C x : ℝ⟦X⟧)) hα
  simp only [map_mul, map_add, map_one, map_natCast, map_ofNat] at H1 H2
  -- differentiate first, then expand the constants
  simp only [radialResidual, hookeSeries, Derivation.leibniz, map_add,
    Derivation.map_one_eq_zero, derivative_X, derivative_C, smul_eq_mul, derivative_gaussian,
    mul_zero, add_zero, zero_add, mul_one]
  simp only [map_mul, map_neg, map_add, map_pow, map_one, map_natCast, map_ofNat]
  linear_combination gaussian α * H1 - X * gaussian α * H2
```

For a p-wave pair, l = 1 and g = 1, the conditions give b = 1/4 and α = 1/16. Then a₂ = −α = −1/16 and a₃ = −αb = −1/64. The general relation agrees:

(7/36)(−1/16) − 1/288 = −7/576 − 2/576 = −1/64.

For l = 0 and g = 1 they give b = 1/2 and α = 1/8, with W = r²/16 − 5/4. Expanding,

(1 + r/2)(1 − r²/8 + …) = 1 + r/2 − r²/8 − r³/16 + …,

and indeed (−1/8)/3 − 1/48 = −1/16. In the proof, `key` expresses each coefficient of the product after the constant one through two neighbouring Gaussian coefficients.

```lean
/-- The series of `(1 + r/2) exp(-r²/8)` has `a₂ = -1/8` and `a₃ = -1/16`, and these values
satisfy `a₃ = a₂/3 - 1/48`. -/
theorem hooke_coefficients :
    coeff 2 (hookeSeries (1 / 2) (1 / 8)) = -1 / 8 ∧
      coeff 3 (hookeSeries (1 / 2) (1 / 8)) = -1 / 16 ∧
      (-1 / 16 : ℝ) = (-1 / 8) / 3 - 1 / 48 := by
  have key : ∀ n : ℕ, coeff (n + 1) (hookeSeries (1 / 2) (1 / 8)) =
      coeff (n + 1) (gaussian (1 / 8)) + 1 / 2 * coeff n (gaussian (1 / 8)) := by
    intro n
    have e : hookeSeries (1 / 2) (1 / 8) =
        gaussian (1 / 8) + X * (C (1 / 2) * gaussian (1 / 8)) := by
      unfold hookeSeries
      ring
    rw [e, map_add, coeff_succ_X_mul, coeff_C_mul]
  refine ⟨?_, ?_, by norm_num⟩
  · rw [key 1]
    norm_num [gaussian, coeff_mk, Nat.even_iff]
  · rw [key 2]
    norm_num [gaussian, coeff_mk, Nat.even_iff]

end

end ThirdOrderCoalescence
```

```lean
#print axioms ThirdOrderCoalescence.solvable_iff_coalescence
#print axioms ThirdOrderCoalescence.electron_pair_coalescence
#print axioms ThirdOrderCoalescence.hookeSeries_solves
#print axioms ThirdOrderCoalescence.hooke_coefficients
```

```
'ThirdOrderCoalescence.solvable_iff_coalescence' depends on axioms: [propext, Classical.choice, Quot.sound]
'ThirdOrderCoalescence.electron_pair_coalescence' depends on axioms: [propext, Classical.choice, Quot.sound]
'ThirdOrderCoalescence.hookeSeries_solves' depends on axioms: [propext, Classical.choice, Quot.sound]
'ThirdOrderCoalescence.hooke_coefficients' depends on axioms: [propext, Classical.choice, Quot.sound]
```
